# Orthogonal relaxation modes and the propagator of a master equation with symmetric rates

For a system with finitely many states and real symmetric transition rates `W`, the relaxation matrix L has the total outgoing rates on its diagonal, minus `W` itself. The theorem `relaxation_modes` states that there are a real orthogonal matrix U and real numbers d_k with L = U diag(d_k) Uᵀ, and that for every real t the propagator exp(−tL) equals U diag(exp(−t d_k)) Uᵀ. The rates are not assumed to be nonnegative, so the d_k may have either sign and a mode need not decay. The proof takes U and the d_k from the spectral theorem, moves U outside the matrix exponential, and then computes the exponential of a diagonal matrix entry by entry.

As first written in Lean, the proof fails:

```lean
import Mathlib

open Matrix

namespace RelaxationModes

noncomputable section

variable {n : Type*} [Fintype n] [DecidableEq n]

/-- The relaxation matrix `L` of symmetric transition rates `W`: total outgoing rates on the
diagonal, minus the rates themselves. -/
def laplacian (W : Matrix n n ℝ) : Matrix n n ℝ :=
  diagonal (fun i => ∑ j, W i j) - W

/-- The propagator `exp (-t L)` of the master equation `dp/dt = -L p`. -/
def propagator (W : Matrix n n ℝ) (t : ℝ) : Matrix n n ℝ :=
  NormedSpace.exp ((-t) • laplacian W)

/-- For symmetric rates, orthogonal relaxation modes diagonalize the relaxation matrix, and the
propagator multiplies each mode by `exp (-t d k)`. -/
theorem relaxation_modes {W : Matrix n n ℝ} (hW : W.IsSymm) :
    ∃ (U : Matrix n n ℝ) (d : n → ℝ), U * Uᵀ = 1 ∧ laplacian W = U * diagonal d * Uᵀ ∧
      ∀ t, propagator W t = U * diagonal (fun k => Real.exp (-t * d k)) * Uᵀ := by
  have hH : (laplacian W).IsHermitian := by
    rw [IsHermitian, conjTranspose_eq_transpose_of_trivial, laplacian, transpose_sub,
      diagonal_transpose, hW.eq]
  let U : Matrix n n ℝ := hH.eigenvectorUnitary
  have hstar : star U = Uᵀ := by
    rw [star_eq_conjTranspose, conjTranspose_eq_transpose_of_trivial]
  have hU : U * Uᵀ = 1 := by
    rw [← hstar]
    exact mem_unitaryGroup_iff.1 hH.eigenvectorUnitary.2
  have hL : laplacian W = U * diagonal hH.eigenvalues * Uᵀ := by
    have h := hH.spectral_theorem
    rw [Unitary.conjStarAlgAut_apply] at h
    rw [← hstar]
    exact h
  refine ⟨U, hH.eigenvalues, hU, hL, fun t => ?_⟩
  generalize hH.eigenvalues = d at hL
  have hinv : U⁻¹ = Uᵀ := inv_eq_right_inv hU
  have hunit : IsUnit U := IsUnit.of_mul_eq_one _ hU
  have hd : (-t) • diagonal d = diagonal (fun k => -t * d k) := by
    ext i j
    by_cases h : i = j
    · subst h; simp
    · simp [h]
  have he : NormedSpace.exp (diagonal (fun k => -t * d k))
      = diagonal (fun k => Real.exp (-t * d k)) := by
    rw [Matrix.exp_diagonal]
    congr 1
    ext k
    rw [Pi.exp_apply, Real.exp_eq_exp_ℝ]
  rw [propagator, hL, ← Matrix.smul_mul, ← Matrix.mul_smul, hd, ← hinv,
    Matrix.exp_conj _ _ hunit, he]

end

end RelaxationModes
```

The compiler's answer:

```
Main.lean:53:8: error(lean.unknownIdentifier): Unknown identifier `Pi.exp_apply`
```

The one error is a name: Lean finds no lemma called `Pi.exp_apply` in this context. The name is used in the proof of `he`, which computes the exponential of the diagonal matrix. There `Matrix.exp_diagonal` has already moved the exponential inside `diagonal`, and `congr 1` and `ext k` leave a claim about one entry: the exponential of the function `fun k => -t * d k`, evaluated at `k`, is `Real.exp (-t * d k)`. The missing lemma was meant to say that the exponential of a function is taken pointwise. Since the name does not resolve, `rw` cannot carry out that step.

The repair replaces the `rw` with `simp [Real.exp_eq_exp_ℝ]`. The lemma given to `simp` identifies the real exponential with the general `NormedSpace.exp`, as the old line also intended. The pointwise step no longer has to be named, because `simp` closes the goal with the simplification rules already available to it.

This version goes through:

```diff
@@ -51,5 +51,5 @@
     congr 1
     ext k
-    rw [Pi.exp_apply, Real.exp_eq_exp_ℝ]
+    simp [Real.exp_eq_exp_ℝ]
   rw [propagator, hL, ← Matrix.smul_mul, ← Matrix.mul_smul, hd, ← hinv,
     Matrix.exp_conj _ _ hunit, he]
```
